# For linear drift −Kx with K positive definite, the covariance of unrejected drift-diffusion stays bounded exactly when τ times the largest eigenvalue of K is below 2

## Why does a cloud of walkers blow up when the drift always points home?

Before a variational Monte Carlo run I have to choose the time step $\tau$ of the drift-diffusion moves. To get a feeling for it I took a Gaussian trial function, switched off the accept/reject step and started all walkers at the origin. Most modes are soft and one, meant to mimic a core electron, is very stiff. With a $\tau$ that suits the soft modes, the cloud spreads without limit along the stiff one.

The drift pulls every walker back towards the origin, and most strongly in just that direction. How can it drive the walkers away? And where is the limit: at the step where the drift first overshoots the origin, or later?

## Overshooting leaves the cloud bounded until the drift lands a walker as far out as it started

The limit comes later. Let $k$ be the stiffness of a mode. One drift step multiplies the walker's coordinate along that mode by $1-\tau k$. For $1<\tau k<2$ the walker overshoots but lands closer to the origin than before. At $\tau k=2$ it lands at the mirror image of its old position, so nothing damps the noise. Beyond that, each drift step carries it further out. Every mode must satisfy $\tau k<2$, and the stiffest one decides.

**From the move to the covariance.** In Hartree atomic units the trial function $\exp(-\tfrac12 x\cdot Kx)$ has drift velocity $-Kx$. With $D=1-\tau K$, one move is
$$x' = Dx+\sqrt{\tau}\,\xi .$$
The noise $\xi$ has zero mean and $\langle\xi_a\xi_b\rangle=\delta_{ab}$, and it is uncorrelated with $x$, so that $\langle x_a\xi_b\rangle=0$. If $\langle x_ax_b\rangle=C_{ab}$, then
$$\langle x'_ax'_b\rangle=\sum_{c,d}D_{ac}D_{bd}C_{cd}+\sqrt\tau\sum_c D_{ac}\langle x_c\xi_b\rangle+\sqrt\tau\sum_c D_{bc}\langle x_c\xi_a\rangle+\tau\delta_{ab}.$$
The two cross terms vanish. Since $D$ is symmetric, the rest is $(DCD+\tau 1)_{ab}$. Let $C_m$ be the covariance after $m$ steps, with fresh noise in each step. Walkers that all start at the origin have $C_0=0$, and the formula gives $C_{m+1}=DC_mD+\tau 1$.

**One mode at a time.** Let $Kv=kv$, so that $Dv=(1-\tau k)v$. By induction $C_mv=s_mv$, with $s_0=0$ and $s_{m+1}=(1-\tau k)^2s_m+\tau$. Therefore
$$s_m=\tau\sum_{j<m}q^j,\qquad q=(1-\tau k)^2,\qquad 1-q=\tau k(2-\tau k).$$
Take $k>0$.

- If $\tau k<2$, then $0\le q<1$. From $(1-q)s_m=\tau(1-q^m)\le\tau$ it follows that $s_m\le\tau/(1-q)$ for all $m$.
- If $\tau k\ge2$, then $q\ge1$. Every term of the sum is at least 1, so $s_m\ge\tau m$, which is unbounded.

**From modes to matrix entries, and back.** Suppose that $|(C_m)_{ab}|\le B_{ab}$ for all $m$. Choose a component $a$ with $v_a\neq0$. Then
$$|s_m|\,|v_a|=\Big|\sum_b (C_m)_{ab}v_b\Big|\le\sum_b B_{ab}|v_b| ,$$
so $s_m$ is bounded and $\tau k<2$. This holds for every eigenvector, including the stiffest.

Conversely, suppose that $\tau k_i<2$ for all eigenvalues $k_i$. Let $U$ be the orthogonal matrix whose columns are the normalised eigenvectors, and let $s_m^{(i)}\le B_i$ be the mode variances. Inserting $UU^{T}=1$ gives
$$(C_m)_{ab}=\sum_i s_m^{(i)}U_{ai}U_{bi},\qquad |(C_m)_{ab}|\le\sum_i B_i|U_{ai}U_{bi}| .$$

At $\tau k=2$ exactly, $q=1$ and $s_m=\tau m$: the variance along the normalised mode grows linearly.

## What the theorems say about walkers and time steps

The main theorem is `covariance_bounded_iff`. The finite index type `n` labels the coordinates of a walker, and `[Nonempty n]` ensures that there is a largest eigenvalue. The hypothesis `hK : K.PosDef` includes symmetry and says physically that the Gaussian trial function is normalisable in every direction. A positive semidefinite $K$ would not be enough: a mode with $k=0$ diffuses freely, with variance $\tau m$, although $\tau k<2$.

`covariance τ K m` is $C_m$, and `modeVariance τ k m` is $s_m$. `BoundedEntries` gives each entry a bound that is independent of $m$. `largestEigenvalue` is the maximum of the eigenvalues that Mathlib attaches to a symmetric matrix.

The recursion is defined for matrices, and `second_moments_move` ties it to the walker. There `X` and `ξ` are functions on a measure space, and expectations are integrals. The assumptions are a symmetric $K$, $\tau\ge0$, integrable products, unit second moments of the noise and vanishing mixed moments $\langle x_a\xi_b\rangle$. For noise of zero mean the last condition says that noise and position are uncorrelated; the noise need not be Gaussian. The theorem treats one move, so a whole walk needs fresh noise at each step that meets these assumptions again. Second moments are covariances when the mean is zero, as it is for walkers that start at the origin and receive noise of zero mean.

For the choice of time step in quantum Monte Carlo, the result gives a stability limit in a model with linear drift and neither rejection nor branching. The drift of a real core electron near its nucleus is not linear, and an accept/reject step changes the dynamics. The Gaussian also has no nodes, whereas an antisymmetric trial function for electrons of equal spin has them, and its drift grows without bound near them. Boundedness also says nothing about how large the time-step bias is at an allowed $\tau$.

```lean
import Mathlib

open Matrix MeasureTheory

namespace DriftDiffusionStability

noncomputable section

variable {n : Type*} [Fintype n] [DecidableEq n]

/-- The linear drift map `1 - τ K` of one time step. -/
def drift (τ : ℝ) (K : Matrix n n ℝ) : Matrix n n ℝ := 1 - τ • K

/-- One unrejected drift-diffusion move of a walker at `x` with noise `ξ`. -/
def move (τ : ℝ) (K : Matrix n n ℝ) (x ξ : n → ℝ) : n → ℝ :=
  drift τ K *ᵥ x + √τ • ξ

/-- The covariance update of one time step. -/
def covStep (τ : ℝ) (K C : Matrix n n ℝ) : Matrix n n ℝ :=
  drift τ K * C * drift τ K + τ • (1 : Matrix n n ℝ)

/-- The covariance after `m` steps, starting from zero. -/
def covariance (τ : ℝ) (K : Matrix n n ℝ) : ℕ → Matrix n n ℝ
  | 0 => 0
  | m + 1 => covStep τ K (covariance τ K m)

/-- The variance accumulated in `m` steps by a mode of stiffness `k`. -/
def modeVariance (τ k : ℝ) (m : ℕ) : ℝ :=
  τ * ∑ j ∈ Finset.range m, ((1 - τ * k) ^ 2) ^ j

/-- Every entry of a sequence of matrices stays bounded. -/
def BoundedEntries (C : ℕ → Matrix n n ℝ) : Prop :=
  ∀ a b, ∃ B : ℝ, ∀ m, |C m a b| ≤ B

/-- The largest eigenvalue of a real symmetric matrix of nonzero size. -/
def largestEigenvalue [Nonempty n] {K : Matrix n n ℝ} (hK : K.IsHermitian) : ℝ :=
  Finset.univ.sup' Finset.univ_nonempty hK.eigenvalues

omit [Fintype n] [DecidableEq n] in
/-- The integral of a sum of four integrable functions is the sum of their integrals. -/
lemma integral_four {Ω : Type*} [MeasurableSpace Ω] {μ : Measure Ω} {P Q R S : Ω → ℝ}
    (hP : Integrable P μ) (hQ : Integrable Q μ) (hR : Integrable R μ) (hS : Integrable S μ) :
    ∫ ω, (P ω + Q ω + R ω + S ω) ∂μ
      = ∫ ω, P ω ∂μ + ∫ ω, Q ω ∂μ + ∫ ω, R ω ∂μ + ∫ ω, S ω ∂μ := by
  rw [integral_add (f := fun ω => P ω + Q ω + R ω) ((hP.add hQ).add hR) hS,
    integral_add (f := fun ω => P ω + Q ω) (hP.add hQ) hR, integral_add hP hQ]

/-- For symmetric `K` and `τ ≥ 0`, let the position have second moments `C`, and let the noise have
unit second moments and zero mixed second moments with the position, all products being integrable.
Then the moved walker has second moments `covStep τ K C`. -/
theorem second_moments_move {Ω : Type*} [MeasurableSpace Ω] {μ : Measure Ω}
    {τ : ℝ} (hτ : 0 ≤ τ) {K C : Matrix n n ℝ} (hK : K.IsSymm) {X ξ : Ω → n → ℝ}
    (iX : ∀ a b, Integrable (fun ω => X ω a * X ω b) μ)
    (iXξ : ∀ a b, Integrable (fun ω => X ω a * ξ ω b) μ)
    (iξ : ∀ a b, Integrable (fun ω => ξ ω a * ξ ω b) μ)
    (hX : ∀ a b, ∫ ω, X ω a * X ω b ∂μ = C a b)
    (hXξ : ∀ a b, ∫ ω, X ω a * ξ ω b ∂μ = 0)
    (hξ : ∀ a b, ∫ ω, ξ ω a * ξ ω b ∂μ = (1 : Matrix n n ℝ) a b) (a b : n) :
    ∫ ω, move τ K (X ω) (ξ ω) a * move τ K (X ω) (ξ ω) b ∂μ = covStep τ K C a b := by
  have hA : (drift τ K)ᵀ = drift τ K := by
    rw [drift, transpose_sub, transpose_smul, transpose_one, hK.eq]
  have hs : ∀ c d, drift τ K c d = drift τ K d c := fun c d => congrFun (congrFun hA d) c
  unfold move covStep
  generalize drift τ K = A at hs ⊢
  -- expand the product into position, cross and noise terms
  have e : ∀ ω, (A *ᵥ X ω + √τ • ξ ω) a * (A *ᵥ X ω + √τ • ξ ω) b
      = (∑ c, ∑ d, A a c * A b d * (X ω c * X ω d)) + (∑ c, √τ * A a c * (X ω c * ξ ω b))
        + (∑ c, √τ * A b c * (X ω c * ξ ω a)) + τ * (ξ ω a * ξ ω b) := by
    intro ω
    have h1 : (∑ c, A a c * X ω c) * (∑ d, A b d * X ω d)
        = ∑ c, ∑ d, A a c * A b d * (X ω c * X ω d) := by
      rw [Finset.sum_mul_sum]
      exact Finset.sum_congr rfl fun c _ => Finset.sum_congr rfl fun d _ => by ring
    have h2 : ∀ p q, ∑ c, √τ * A p c * (X ω c * ξ ω q)
        = √τ * ξ ω q * ∑ c, A p c * X ω c := by
      intro p q
      rw [Finset.mul_sum]
      exact Finset.sum_congr rfl fun c _ => by ring
    rw [h2, h2, ← h1]
    simp only [Pi.add_apply, Pi.smul_apply, smul_eq_mul, mulVec, dotProduct]
    linear_combination (ξ ω a * ξ ω b) * Real.mul_self_sqrt hτ
  have j1 : ∫ ω, ∑ c, ∑ d, A a c * A b d * (X ω c * X ω d) ∂μ
      = ∑ c, ∑ d, A a c * A b d * C c d := by
    rw [MeasureTheory.integral_finsetSum _ fun c _ =>
      MeasureTheory.integrable_finsetSum _ fun d _ => (iX c d).const_mul _]
    refine Finset.sum_congr rfl fun c _ => ?_
    rw [MeasureTheory.integral_finsetSum _ fun d _ => (iX c d).const_mul _]
    exact Finset.sum_congr rfl fun d _ => by rw [integral_const_mul, hX]
  have j2 : ∀ p q, ∫ ω, ∑ c, √τ * A p c * (X ω c * ξ ω q) ∂μ = 0 := by
    intro p q
    rw [MeasureTheory.integral_finsetSum _ fun c _ => (iXξ c q).const_mul _]
    exact Finset.sum_eq_zero fun c _ => by rw [integral_const_mul, hXξ, mul_zero]
  rw [integral_congr_ae (Filter.Eventually.of_forall e)]
  refine (integral_four
    (MeasureTheory.integrable_finsetSum _ fun c _ => MeasureTheory.integrable_finsetSum _ fun d _ => (iX c d).const_mul _)
    (MeasureTheory.integrable_finsetSum _ fun c _ => (iXξ c b).const_mul _)
    (MeasureTheory.integrable_finsetSum _ fun c _ => (iXξ c a).const_mul _)
    ((iξ a b).const_mul _)).trans ?_
  rw [j1, j2, j2, integral_const_mul, hξ, add_zero, add_zero, Matrix.add_apply,
    Matrix.smul_apply, smul_eq_mul, Matrix.mul_apply, Finset.sum_comm]
  congr 1
  refine Finset.sum_congr rfl fun d _ => ?_
  rw [Matrix.mul_apply, Finset.sum_mul]
  exact Finset.sum_congr rfl fun c _ => by rw [hs b d]; ring

/-- An eigenvector of `K` with eigenvalue `k` is mapped by the covariance after `m` steps
to itself times the mode variance. -/
theorem covariance_mulVec {τ k : ℝ} {K : Matrix n n ℝ} {v : n → ℝ} (h : K *ᵥ v = k • v)
    (m : ℕ) : covariance τ K m *ᵥ v = modeVariance τ k m • v := by
  have hd : drift τ K *ᵥ v = (1 - τ * k) • v := by
    rw [drift, sub_mulVec, one_mulVec, smul_mulVec, h]
    module
  induction m with
  | zero => simp [covariance, modeVariance]
  | succ m ih =>
    have hs : modeVariance τ k (m + 1) = (1 - τ * k) ^ 2 * modeVariance τ k m + τ := by
      simp only [modeVariance]
      rw [geom_sum_succ]
      ring
    rw [covariance, covStep, add_mulVec, ← mulVec_mulVec, ← mulVec_mulVec, hd, mulVec_smul,
      ih, mulVec_smul, mulVec_smul, hd, smul_mulVec, one_mulVec, hs]
    module

/-- For `τ > 0` the variance of a mode of stiffness `k > 0` stays bounded
if and only if `τ k < 2`. -/
theorem modeVariance_bounded_iff {τ k : ℝ} (hτ : 0 < τ) (hk : 0 < k) :
    (∃ B, ∀ m, modeVariance τ k m ≤ B) ↔ τ * k < 2 := by
  constructor
  · rintro ⟨B, hB⟩
    by_contra hc
    have h2 : 2 ≤ τ * k := not_lt.mp hc
    obtain ⟨m, hm⟩ := exists_nat_gt (B / τ)
    rw [div_lt_iff₀ hτ] at hm
    -- each step adds at least `τ`
    have hsum : (m : ℝ) ≤ ∑ j ∈ Finset.range m, ((1 - τ * k) ^ 2) ^ j := by
      calc (m : ℝ) = ∑ _j ∈ Finset.range m, (1 : ℝ) := by simp
        _ ≤ _ := Finset.sum_le_sum fun j _ => one_le_pow₀ (by nlinarith)
    have h3 := mul_le_mul_of_nonneg_left hsum hτ.le
    have h4 := hB m
    unfold modeVariance at h4
    linarith
  · intro h
    have hx : 0 < 1 - (1 - τ * k) ^ 2 := by
      nlinarith [mul_pos (mul_pos hτ hk) (sub_pos.mpr h)]
    refine ⟨τ / (1 - (1 - τ * k) ^ 2), fun m => ?_⟩
    rw [le_div_iff₀ hx]
    have g := mul_neg_geom_sum ((1 - τ * k) ^ 2) m
    have p : 0 ≤ τ * ((1 - τ * k) ^ 2) ^ m := by positivity
    unfold modeVariance
    linear_combination τ * g + p

/-- If the covariance stays bounded at time step `τ > 0`, then `τ k < 2` for the eigenvalue `k`
of every eigenvector of `K`. -/
theorem mode_limits_step {τ k : ℝ} (hτ : 0 < τ) {K : Matrix n n ℝ} {v : n → ℝ} (hv : v ≠ 0)
    (h : K *ᵥ v = k • v) (hC : BoundedEntries (covariance τ K)) : τ * k < 2 := by
  rcases le_or_gt k 0 with hk | hk
  · nlinarith
  obtain ⟨a, ha⟩ := Function.ne_iff.mp hv
  have ha' : 0 < |v a| := abs_pos.mpr ha
  choose B hB using hC a
  refine (modeVariance_bounded_iff hτ hk).mp ⟨(∑ b, B b * |v b|) / |v a|, fun m => ?_⟩
  rw [le_div_iff₀ ha']
  have e : ∑ b, covariance τ K m a b * v b = modeVariance τ k m * v a :=
    congrFun (covariance_mulVec h m) a
  calc modeVariance τ k m * |v a| ≤ |modeVariance τ k m| * |v a| :=
        mul_le_mul_of_nonneg_right (le_abs_self _) ha'.le
    _ = |∑ b, covariance τ K m a b * v b| := by rw [e, abs_mul]
    _ ≤ ∑ b, |covariance τ K m a b * v b| := Finset.abs_sum_le_sum_abs _ _
    _ ≤ ∑ b, B b * |v b| := Finset.sum_le_sum fun b _ => by
        rw [abs_mul]
        exact mul_le_mul_of_nonneg_right (hB b m) (abs_nonneg _)

/-- For positive definite `K` and `τ > 0`, the covariance of unrejected drift-diffusion stays
bounded if and only if `τ` times the largest eigenvalue of `K` is below 2. -/
theorem covariance_bounded_iff [Nonempty n] {τ : ℝ} (hτ : 0 < τ) {K : Matrix n n ℝ}
    (hK : K.PosDef) :
    BoundedEntries (covariance τ K) ↔ τ * largestEigenvalue hK.isHermitian < 2 := by
  have hH := hK.isHermitian
  constructor
  · intro hC
    obtain ⟨i, -, hi⟩ := Finset.exists_mem_eq_sup' Finset.univ_nonempty hH.eigenvalues
    rw [largestEigenvalue, hi]
    refine mode_limits_step hτ (fun h0 => ?_) (hH.mulVec_eigenvectorBasis i) hC
    exact hH.eigenvectorBasis.orthonormal.ne_zero i (by ext a; exact congrFun h0 a)
  · intro h a b
    have hlt : ∀ i, τ * hH.eigenvalues i < 2 := fun i =>
      (mul_le_mul_of_nonneg_left
        (Finset.le_sup' hH.eigenvalues (Finset.mem_univ i)) hτ.le).trans_lt h
    choose B hB using fun i =>
      (modeVariance_bounded_iff hτ (hK.eigenvalues_pos i)).mpr (hlt i)
    -- the orthogonal matrix whose columns are the modes
    obtain ⟨U, hU, hcol⟩ : ∃ U : Matrix n n ℝ, U * star U = 1 ∧
        ∀ i, K *ᵥ (fun c => U c i) = hH.eigenvalues i • fun c => U c i := by
      refine ⟨hH.eigenvectorUnitary, mem_unitaryGroup_iff.mp hH.eigenvectorUnitary.2,
        fun i => ?_⟩
      have hc : (fun c => (hH.eigenvectorUnitary : Matrix n n ℝ) c i)
          = (hH.eigenvectorBasis i).ofLp := by
        ext c
        simp [Matrix.IsHermitian.eigenvectorUnitary_apply]
      rw [hc]
      exact hH.mulVec_eigenvectorBasis i
    refine ⟨∑ i, B i * |U a i * U b i|, fun m => ?_⟩
    have e : covariance τ K m a b
        = ∑ i, modeVariance τ (hH.eigenvalues i) m * (U a i * U b i) := by
      calc covariance τ K m a b = (covariance τ K m * U * star U) a b := by
            rw [Matrix.mul_assoc, hU, Matrix.mul_one]
        _ = ∑ i, (covariance τ K m * U) a i * (star U) i b := Matrix.mul_apply
        _ = _ := Finset.sum_congr rfl fun i _ => by
            have h2 : (covariance τ K m * U) a i
                = modeVariance τ (hH.eigenvalues i) m * U a i :=
              congrFun (covariance_mulVec (hcol i) m) a
            have h3 : (star U) i b = U b i := by simp [Matrix.star_apply]
            rw [h2, h3, mul_assoc]
    rw [e]
    refine (Finset.abs_sum_le_sum_abs _ _).trans (Finset.sum_le_sum fun i _ => ?_)
    have hpos : 0 ≤ modeVariance τ (hH.eigenvalues i) m := by
      unfold modeVariance
      positivity
    rw [abs_mul, abs_of_nonneg hpos]
    exact mul_le_mul_of_nonneg_right (hB i m) (abs_nonneg _)

/-- For an eigenvector of `K` with eigenvalue `k` and `τ k = 2`, the covariance after `m` steps
multiplies the eigenvector by `τ m`. -/
theorem threshold_growth {τ k : ℝ} {K : Matrix n n ℝ} {v : n → ℝ} (h : K *ᵥ v = k • v)
    (hk : τ * k = 2) (m : ℕ) : covariance τ K m *ᵥ v = (τ * (m : ℝ)) • v := by
  rw [covariance_mulVec h, modeVariance, hk, show ((1 : ℝ) - 2) ^ 2 = 1 by norm_num]
  simp

end

end DriftDiffusionStability
```

```lean
#print axioms DriftDiffusionStability.second_moments_move
-- 'DriftDiffusionStability.second_moments_move' depends on axioms: [propext, Classical.choice, Quot.sound]
#print axioms DriftDiffusionStability.covariance_bounded_iff
-- 'DriftDiffusionStability.covariance_bounded_iff' depends on axioms: [propext, Classical.choice, Quot.sound]
#print axioms DriftDiffusionStability.threshold_growth
-- 'DriftDiffusionStability.threshold_growth' depends on axioms: [propext, Classical.choice, Quot.sound]
```

## How the Lean steps match the algebra

In `second_moments_move`, the step `e` expands the product of two moved components into the four terms above, using $\sqrt\tau\sqrt\tau=\tau$. `j1` integrates the position term and `j2` shows that both cross terms vanish; `integral_four` splits the integral into these parts. The symmetry of $D$, stored as `hs`, then turns the double sum into the matrix product.

`covariance_mulVec` is the induction for $C_mv=s_mv$. Its `hd` is the action of the drift on the eigenvector, and its inner `hs` is the recursion for $s_m$, obtained from `geom_sum_succ`.

`modeVariance_bounded_iff` treats the geometric sum. For $\tau k\ge2$ it takes a supposed bound $B$, picks an $m$ larger than $B/\tau$ and contradicts the bound through $s_m\ge\tau m$. For $\tau k<2$, `mul_neg_geom_sum` supplies $(1-q)\sum_{j<m}q^j=1-q^m$, which yields the bound $\tau/(1-q)$.

`mode_limits_step` carries out the estimate with the nonzero component $v_a$. It needs no positive definiteness, because for $k\le0$ the inequality $\tau k<2$ is immediate.

In `covariance_bounded_iff`, the forward direction uses `Finset.exists_mem_eq_sup'` to find a mode that attains the largest eigenvalue, and applies `mode_limits_step` to it. The reverse direction takes $U$ from Mathlib's `eigenvectorUnitary`. The calculation `e` inserts `U * star U`, where `star` is the transpose for real matrices, and the triangle inequality gives the final bound. `threshold_growth` puts $\tau k=2$ into the mode formula, where every term of the sum becomes 1.
